# Mean lifetime from one linear solve when every state of a finite rate network can decay

To find the mean lifetime of a population in a kinetic network, solve the linear system $Tx=-p$ and add up the components of $x$; no time propagation is needed. Here $T$ is the matrix of the rate equation $\dot P=TP$: off the diagonal it holds the rate constants for transfer between states, and on the diagonal minus the total rate out of each state, loss included. The vector $p$ holds the initial probabilities. The problems below justify this for finitely many states, time-independent rates and a direct loss channel from every state. In simulation practice this covers, for example, a finite master equation for excited levels that exchange population while each also decays directly and irreversibly to a ground state that is left out of the network.

## Rates, populations and escape

The states form a finite set `n`, and $T$ is a real matrix.

In Lean 4 with Mathlib:

```lean
import Mathlib

open Matrix MeasureTheory Filter Topology
open scoped Matrix.Norms.Operator

namespace AbsorbingProcess

noncomputable section

variable {n : Type*} [Fintype n] [DecidableEq n]
```

Columns are source states: for $i\neq j$, $T_{ij}$ is the rate constant from $j$ to $i$. The exit rate $e_j=-\sum_i T_{ij}$ is the rate constant for leaving the network from state $j$; the probability lost this way per unit time is $e_j$ times the population of state $j$.

```lean
/-- The rate at which probability leaves the system from state `j`: minus the column sum. -/
def exitRate (T : Matrix n n ℝ) (j : n) : ℝ := -∑ i, T i j
```

`IsAbsorbing T` requires $T_{ij}\ge 0$ for $i\ne j$ and $e_j>0$ for every $j$. The second condition stands for a decay channel that leads out of the network, for example by emission or an irreversible reaction, and is open in each state. Networks in which some states escape only by way of others are not covered.

```lean
/-- A generator with nonnegative transfer rates between distinct states and a strictly
positive exit rate from every state. -/
structure IsAbsorbing (T : Matrix n n ℝ) : Prop where
  transfer_nonneg : ∀ i j, i ≠ j → 0 ≤ T i j
  exit_pos : ∀ j, 0 < exitRate T j
```

The populations are $P(t)=e^{tT}p$, the solution of $\dot P=TP$ with $P(0)=p$.

```lean
/-- The populations at time `t` that evolve from the initial populations `p`. -/
def population (T : Matrix n n ℝ) (p : n → ℝ) (t : ℝ) : n → ℝ :=
  NormedSpace.exp (t • T) *ᵥ p
```

The survival probability is $S(t)=\sum_i P_i(t)$.

```lean
/-- The total population still present at time `t`. -/
def survival (T : Matrix n n ℝ) (p : n → ℝ) (t : ℝ) : ℝ := ∑ i, population T p t i
```

The escape density is $f(t)=\sum_j e_jP_j(t)$, the probability per unit time of leaving at time $t$.

```lean
/-- The escape flux at time `t`: populations weighted with their exit rates. -/
def escapeDensity (T : Matrix n n ℝ) (p : n → ℝ) (t : ℝ) : ℝ :=
  ∑ j, exitRate T j * population T p t j
```

## (a) Invertibility of the generator

**Show that $\det T\neq 0$.**

In column $k$, the definition of $e_k$ gives
$$\sum_{i\ne k}T_{ik}=-T_{kk}-e_k<-T_{kk}\le|T_{kk}|.$$
Suppose $\sum_i x_iT_{ik}=0$ for all $k$ with $x\neq0$, and choose $k$ with $|x_k|$ largest. Then
$$|x_k||T_{kk}|\le|x_k|\sum_{i\ne k}T_{ik}<|x_k||T_{kk}|,$$
a contradiction. The code proves the column inequality and takes the second step from Mathlib's `det_ne_zero_of_sum_col_lt_diag`.

```lean
/-- The generator of an absorbing process has an invertible determinant. -/
theorem isUnit_det {T : Matrix n n ℝ} (hT : IsAbsorbing T) : IsUnit T.det := by
  refine isUnit_iff_ne_zero.2 (det_ne_zero_of_sum_col_lt_diag fun k => ?_)
  have h1 : ∑ i ∈ Finset.univ.erase k, ‖T i k‖ = ∑ i ∈ Finset.univ.erase k, T i k :=
    Finset.sum_congr rfl fun i hi =>
      Real.norm_of_nonneg (hT.transfer_nonneg i k (Finset.ne_of_mem_erase hi))
  have h2 := Finset.add_sum_erase Finset.univ (fun i => T i k) (Finset.mem_univ k)
  have h3 := hT.exit_pos k
  have h4 := neg_le_abs (T k k)
  unfold exitRate at h3
  rw [h1, Real.norm_eq_abs]
  linarith
```

## (b) Balance of the total

**Show that $\sum_i(Tx)_i=-\sum_j e_jx_j$ for every vector $x$.**

Exchange the sums: $\sum_i\sum_jT_{ij}x_j=\sum_j\bigl(\sum_iT_{ij}\bigr)x_j=-\sum_je_jx_j$.

```lean
omit [DecidableEq n] in
/-- The components of `T x` add up to minus the exit-rate-weighted sum of the components of `x`. -/
theorem sum_mulVec (T : Matrix n n ℝ) (x : n → ℝ) :
    ∑ i, (T *ᵥ x) i = -∑ j, exitRate T j * x j := by
  simp only [Matrix.mulVec, dotProduct, exitRate]
  rw [Finset.sum_comm]
  simp only [neg_mul, Finset.sum_neg_distrib, neg_neg, Finset.sum_mul]
```

## (c) The rate equation behind a constant matrix

**Show that $\frac{d}{dt}(AP(t))_i=(ATP(t))_i$ for a constant matrix $A$.**

Since $\frac{d}{dt}e^{tT}=Te^{tT}$, we have $\dot P=TP$, and the constant $A$ passes through the derivative. In the code, the linear map `L` sends a matrix $B$ to $(ABp)_i$, and the chain rule is applied to `L` after the exponential. Later parts use $A=1$ and $A=T^{-1}$.

```lean
/-- The rate equation, read out through an arbitrary constant matrix `A`. -/
theorem hasDerivAt_readout (T A : Matrix n n ℝ) (p : n → ℝ) (i : n) (t : ℝ) :
    HasDerivAt (fun s => (A *ᵥ population T p s) i)
      ((A *ᵥ (T *ᵥ population T p t)) i) t := by
  let L : Matrix n n ℝ →ₗ[ℝ] ℝ :=
    { toFun := fun B => (A *ᵥ (B *ᵥ p)) i
      map_add' := by intro B C; simp [Matrix.add_mulVec, Matrix.mulVec_add]
      map_smul' := by intro c B; simp [Matrix.smul_mulVec, Matrix.mulVec_smul] }
  have h : HasDerivAt (fun s => (A *ᵥ population T p s) i)
      ((A *ᵥ ((T * NormedSpace.exp (t • T)) *ᵥ p)) i) t :=
    (LinearMap.toContinuousLinearMap L).hasFDerivAt.comp_hasDerivAt t
      (hasDerivAt_exp_smul_const' T t)
  refine h.congr_deriv ?_
  rw [population, Matrix.mulVec_mulVec p T]
```

## (d) Populations stay nonnegative

**Let $p_i\ge0$ for all $i$. Show that $P_i(t)\ge0$ for $t\ge0$.**

Put $k=\sum_j|T_{jj}|$ and $B=t(T+k\,1)$. Every entry of $B$ is nonnegative: off the diagonal by hypothesis, on it because $T_{aa}+k\ge0$. Hence all powers $B^m$, and the series $e^B=\sum_m B^m/m!$, have nonnegative entries. The identity commutes with $B$, so
$$e^{tT}=e^{-tk}e^{B},$$
which is also entrywise nonnegative and is applied to a nonnegative vector. The steps `hB`, `hpow`, `hexp` and `hfac` follow this order.

```lean
/-- Nonnegative initial populations stay nonnegative in an absorbing process. -/
theorem population_nonneg {T : Matrix n n ℝ} (hT : IsAbsorbing T) {p : n → ℝ}
    (hp : ∀ i, 0 ≤ p i) {t : ℝ} (ht : 0 ≤ t) (i : n) : 0 ≤ population T p t i := by
  -- shift the generator so that all its entries become nonnegative
  let k : ℝ := ∑ j, |T j j|
  let B : Matrix n n ℝ := t • T + (t * k) • (1 : Matrix n n ℝ)
  have hB : ∀ a b, 0 ≤ B a b := by
    intro a b
    by_cases hab : a = b
    · subst hab
      have h1 : |T a a| ≤ k :=
        Finset.single_le_sum (f := fun j => |T j j|) (fun j _ => abs_nonneg _)
          (Finset.mem_univ a)
      have h2 : 0 ≤ t * (T a a + k) := mul_nonneg ht (by linarith [neg_abs_le (T a a)])
      have h3 : B a a = t * (T a a + k) := by simp [B]; ring
      rw [h3]; exact h2
    · have h3 : B a b = t * T a b := by simp [B, hab]
      rw [h3]; exact mul_nonneg ht (hT.transfer_nonneg a b hab)
  have hpow : ∀ (m : ℕ) a b, 0 ≤ (B ^ m) a b := by
    intro m
    induction m with
    | zero => intro a b; rw [pow_zero, Matrix.one_apply]; split_ifs <;> norm_num
    | succ m ih =>
      intro a b
      rw [pow_succ, Matrix.mul_apply]
      exact Finset.sum_nonneg fun c _ => mul_nonneg (ih a c) (hB c b)
  -- every term of the exponential series is nonnegative
  have hexp : ∀ a b, 0 ≤ (NormedSpace.exp B) a b := by
    intro a b
    have h := (NormedSpace.exp_series_hasSum_exp' (𝕂 := ℝ) B).map
      (Matrix.entryAddMonoidHom ℝ a b) (continuous_id.matrix_elem a b)
    exact h.nonneg fun m => mul_nonneg (by positivity) (hpow m a b)
  have hs := NormedSpace.algebraMap_exp_comm (𝔸 := Matrix n n ℝ) (-(t * k))
  simp only [Algebra.algebraMap_eq_smul_one, ← Real.exp_eq_exp_ℝ] at hs
  have hsplit : t • T = (-(t * k)) • (1 : Matrix n n ℝ) + B := by simp only [B]; module
  have hfac : NormedSpace.exp (t • T) = Real.exp (-(t * k)) • NormedSpace.exp B := by
    have h2 : (Real.exp (-(t * k)) • (1 : Matrix n n ℝ)) * NormedSpace.exp B =
        Real.exp (-(t * k)) • NormedSpace.exp B := by rw [smul_mul_assoc, one_mul]
    rw [hsplit]
    refine (Matrix.exp_add_of_commute _ _ ((Commute.one_left B).smul_left _)).trans ?_
    exact (congrArg (fun M => M * NormedSpace.exp B) hs.symm).trans h2
  rw [population, hfac]
  exact Finset.sum_nonneg fun j _ =>
    mul_nonneg (mul_nonneg (Real.exp_pos _).le (hexp i j)) (hp j)
```

## (e) Loss of survival

**Show that $S'(t)=-f(t)$.**

Sum (c) with $A=1$ over $i$ and use (b): $S'=\sum_i(TP)_i=-\sum_je_jP_j=-f$.

```lean
/-- The surviving population decreases at a rate equal to the escape flux. -/
theorem hasDerivAt_survival (T : Matrix n n ℝ) (p : n → ℝ) (t : ℝ) :
    HasDerivAt (survival T p) (-escapeDensity T p t) t := by
  have h := HasDerivAt.fun_sum (u := Finset.univ)
    fun i _ => hasDerivAt_readout T 1 p i t
  simp only [Matrix.one_mulVec] at h
  rw [sum_mulVec] at h
  exact h
```

## (f) An exponential bound

**Let $p_i\ge 0$ for all $i$ and $e_j\ge c$ for all $j$. Show that $S(t)\le e^{-ct}\sum_ip_i$ for $t\ge0$.**

By (d), $cS=\sum_jcP_j\le\sum_je_jP_j=f$. Therefore
$$\frac{d}{dt}\bigl(e^{ct}S\bigr)=e^{ct}(cS-f)\le0,$$
so $e^{ct}S(t)\le S(0)=\sum_ip_i$. The code calls this monotonicity `anti`.

```lean
/-- If every exit rate is at least `c`, the surviving population is bounded by an
exponential decay with rate `c`. -/
theorem survival_le_exp {T : Matrix n n ℝ} (hT : IsAbsorbing T) {p : n → ℝ}
    (hp : ∀ i, 0 ≤ p i) {c : ℝ} (hc : ∀ j, c ≤ exitRate T j) {t : ℝ} (ht : 0 ≤ t) :
    survival T p t ≤ Real.exp (-(c * t)) * ∑ i, p i := by
  have hd : ∀ s, HasDerivAt (fun u => Real.exp (c * u) * survival T p u)
      (Real.exp (c * s) * (c * survival T p s - escapeDensity T p s)) s := by
    intro s
    have h1 : HasDerivAt (fun u : ℝ => Real.exp (c * u)) (Real.exp (c * s) * c) s := by
      simpa using ((hasDerivAt_id s).const_mul c).exp
    exact (h1.fun_mul (hasDerivAt_survival T p s)).congr_deriv (by ring)
  have hle : ∀ s, 0 ≤ s → c * survival T p s ≤ escapeDensity T p s := by
    intro s hs
    unfold survival escapeDensity
    rw [Finset.mul_sum]
    exact Finset.sum_le_sum fun j _ =>
      mul_le_mul_of_nonneg_right (hc j) (population_nonneg hT hp hs j)
  -- the survival multiplied by exp (c t) never increases
  have anti : AntitoneOn (fun u => Real.exp (c * u) * survival T p u) (Set.Ici 0) := by
    refine antitoneOn_of_deriv_nonpos (convex_Ici 0)
      (fun s _ => (hd s).continuousAt.continuousWithinAt)
      (fun s _ => (hd s).differentiableAt.differentiableWithinAt) fun s hs => ?_
    rw [interior_Ici] at hs
    rw [(hd s).deriv]
    exact mul_nonpos_iff.2 (Or.inl ⟨(Real.exp_pos _).le, by linarith [hle s (le_of_lt hs)]⟩)
  have h := anti (Set.mem_Ici.2 le_rfl) (Set.mem_Ici.2 ht) ht
  have h0 : survival T p 0 = ∑ i, p i := by simp [survival, population]
  simp only [mul_zero, Real.exp_zero, one_mul, h0] at h
  calc survival T p t = Real.exp (-(c * t)) * (Real.exp (c * t) * survival T p t) := by
        rw [← mul_assoc, ← Real.exp_add]; simp
    _ ≤ _ := mul_le_mul_of_nonneg_left h (Real.exp_pos _).le
```

## (g) Late times

**For nonnegative $p$, show that $tS(t)\to0$ and $(AP(t))_i\to0$ as $t\to\infty$.**

There are finitely many states, so a single $c>0$ lies below all exit rates. By (f), $0\le tS(t)\le te^{-ct}\sum_ip_i\to0$. For $t\ge1$, $0\le P_i\le S\le tS$, so each population vanishes, and so does each finite combination $\sum_jA_{ij}P_j$.

```lean
/-- At late times the survival vanishes faster than `1 / t`, and every linear readout of the
populations vanishes. -/
theorem tendsto_zero {T : Matrix n n ℝ} (hT : IsAbsorbing T) {p : n → ℝ}
    (hp : ∀ i, 0 ≤ p i) :
    Tendsto (fun t => t * survival T p t) atTop (𝓝 0) ∧
    ∀ (A : Matrix n n ℝ) i, Tendsto (fun t => (A *ᵥ population T p t) i) atTop (𝓝 0) := by
  obtain ⟨c, hc, hcT⟩ : ∃ c : ℝ, 0 < c ∧ ∀ j, c ≤ exitRate T j := by
    rcases isEmpty_or_nonempty n with h | h
    · exact ⟨1, one_pos, fun j => isEmptyElim j⟩
    · obtain ⟨j, hj⟩ := Finite.exists_min (exitRate T)
      exact ⟨_, hT.exit_pos j, hj⟩
  have hS : ∀ t, 0 ≤ t → 0 ≤ survival T p t := fun t ht =>
    Finset.sum_nonneg fun i _ => population_nonneg hT hp ht i
  have h0 : Tendsto (fun t : ℝ => (c * t) ^ 1 * Real.exp (-(c * t))) atTop (𝓝 0) :=
    (Real.tendsto_pow_mul_exp_neg_atTop_nhds_zero 1).comp (tendsto_id.const_mul_atTop hc)
  have h1 := h0.mul_const ((∑ i, p i) / c)
  rw [zero_mul] at h1
  have htS : Tendsto (fun t => t * survival T p t) atTop (𝓝 0) := by
    refine squeeze_zero' ?_ ?_ h1
    · filter_upwards [eventually_ge_atTop 0] with t ht using mul_nonneg ht (hS t ht)
    · filter_upwards [eventually_ge_atTop 0] with t ht
      calc t * survival T p t ≤ t * (Real.exp (-(c * t)) * ∑ i, p i) :=
            mul_le_mul_of_nonneg_left (survival_le_exp hT hp hcT ht) ht
        _ = _ := by field_simp
  have hP : ∀ i, Tendsto (fun t => population T p t i) atTop (𝓝 0) := by
    intro i
    refine squeeze_zero' ?_ ?_ htS
    · filter_upwards [eventually_ge_atTop 0] with t ht using population_nonneg hT hp ht i
    · filter_upwards [eventually_ge_atTop 1] with t ht
      have ht0 : 0 ≤ t := by linarith
      exact (Finset.single_le_sum (fun j _ => population_nonneg hT hp ht0 j)
        (Finset.mem_univ i)).trans (le_mul_of_one_le_left (hS t ht0) ht)
  refine ⟨htS, fun A i => ?_⟩
  have h := tendsto_finsetSum Finset.univ fun j _ => (hP j).const_mul (A i j)
  simp only [mul_zero, Finset.sum_const_zero] at h
  exact h
```

## (h) Residence time in each state

**For nonnegative $p$, show that $\int_0^\infty P_i\,dt=-(T^{-1}p)_i$.**

By (c) with $A=T^{-1}$, the function $(T^{-1}P)_i$ has derivative $(T^{-1}TP)_i=P_i$. It tends to $0$ by (g) and starts at $(T^{-1}p)_i$, so the integral is $0-(T^{-1}p)_i$. Integrability follows because the integrand is nonnegative and its antiderivative has a finite limit.

```lean
/-- The time-integrated population of state `i` is finite and equals `-(T⁻¹ p) i`. -/
theorem residence_time {T : Matrix n n ℝ} (hT : IsAbsorbing T) {p : n → ℝ}
    (hp : ∀ i, 0 ≤ p i) (i : n) :
    IntegrableOn (fun t => population T p t i) (Set.Ioi 0) ∧
    ∫ t in Set.Ioi 0, population T p t i = -(T⁻¹ *ᵥ p) i := by
  have hd : ∀ t, HasDerivAt (fun s => (T⁻¹ *ᵥ population T p s) i) (population T p t i) t := by
    intro t
    refine (hasDerivAt_readout T T⁻¹ p i t).congr_deriv ?_
    rw [Matrix.mulVec_mulVec, Matrix.nonsing_inv_mul _ (isUnit_det hT), Matrix.one_mulVec]
  have hn : ∀ t ∈ Set.Ioi (0 : ℝ), 0 ≤ population T p t i := fun t ht =>
    population_nonneg hT hp (le_of_lt ht) i
  have hl := (tendsto_zero hT hp).2 T⁻¹ i
  refine ⟨integrableOn_Ioi_deriv_of_nonneg' (fun t _ => hd t) hn hl, ?_⟩
  rw [integral_Ioi_of_hasDerivAt_of_nonneg' (fun t _ => hd t) hn hl]
  simp [population]
```

## (i) The mean lifetime

**For a probability vector $p$, show that $T$ is invertible and that**
$$\int_0^\infty S\,dt=\int_0^\infty t f\,dt=-\sum_i(T^{-1}p)_i .$$

Invertibility is (a), and summing (h) over $i$ gives the first integral. For the second, let $G(t)=\sum_i(T^{-1}P)_i-tS$. Then
$$G'=S-S-tS'=tf .$$
Since $G(\infty)=0$ by (g) and $G(0)=\sum_i(T^{-1}p)_i$, the value follows; $tf\ge0$ gives integrability as in (h).

In the statement, `stdSimplex ℝ n` is the set of nonnegative vectors with sum 1, so having such a $p$ already makes the state set nonempty. `Set.Ioi 0` is the range $t>0$. The five conclusions are invertibility, then integrability and value for $S$, then the same for $tf$. By (e) and (g), $\int_0^\infty f\,dt=S(0)-0=1$, so $f$ is a probability density on $t>0$ and the last value is the mean escape time. This is why the integral of $S$ deserves the name mean lifetime.

```lean
/-- The generator is invertible, the survival probability is integrable with integral
`-∑ i, (T⁻¹ p) i`, and the first moment of the escape-time density exists and has the
same value. -/
theorem mean_lifetime {T : Matrix n n ℝ} (hT : IsAbsorbing T) {p : n → ℝ}
    (hp : p ∈ stdSimplex ℝ n) :
    IsUnit T ∧ IntegrableOn (survival T p) (Set.Ioi 0) ∧
    ∫ t in Set.Ioi 0, survival T p t = -∑ i, (T⁻¹ *ᵥ p) i ∧
    IntegrableOn (fun t => t * escapeDensity T p t) (Set.Ioi 0) ∧
    ∫ t in Set.Ioi 0, t * escapeDensity T p t = -∑ i, (T⁻¹ *ᵥ p) i := by
  have hr := residence_time hT hp.1
  have hz := tendsto_zero hT hp.1
  -- an antiderivative of t times the escape density
  have hd : ∀ t, HasDerivAt
      (fun s => ∑ i, (T⁻¹ *ᵥ population T p s) i - s * survival T p s)
      (t * escapeDensity T p t) t := by
    intro t
    have h1 := HasDerivAt.fun_sum (u := Finset.univ)
      fun i _ => hasDerivAt_readout T T⁻¹ p i t
    rw [Matrix.mulVec_mulVec, Matrix.nonsing_inv_mul _ (isUnit_det hT),
      Matrix.one_mulVec] at h1
    refine (h1.fun_sub ((hasDerivAt_id' t).fun_mul (hasDerivAt_survival T p t))).congr_deriv ?_
    change survival T p t - _ = _
    ring
  have hn : ∀ t ∈ Set.Ioi (0 : ℝ), 0 ≤ t * escapeDensity T p t := fun t ht =>
    mul_nonneg (le_of_lt ht) (Finset.sum_nonneg fun j _ =>
      mul_nonneg (hT.exit_pos j).le (population_nonneg hT hp.1 (le_of_lt ht) j))
  have hl := (tendsto_finsetSum Finset.univ fun i _ => hz.2 T⁻¹ i).sub hz.1
  simp only [Finset.sum_const_zero, sub_zero] at hl
  refine ⟨(Matrix.isUnit_iff_isUnit_det T).2 (isUnit_det hT),
    integrable_finsetSum _ fun i _ => (hr i).1, ?_,
    integrableOn_Ioi_deriv_of_nonneg' (fun t _ => hd t) hn hl, ?_⟩
  · unfold survival
    rw [MeasureTheory.integral_finsetSum _ fun i _ => (hr i).1, ← Finset.sum_neg_distrib]
    exact Finset.sum_congr rfl fun i _ => (hr i).2
  · rw [integral_Ioi_of_hasDerivAt_of_nonneg' (fun t _ => hd t) hn hl]
    simp [population]
```

## (j) Bounds from the exit rates

**Let $k\le e_j\le K$ for all $j$, and let $\tau=\int_0^\infty S\,dt$. Show that $k\tau\le1\le K\tau$.**

Put $y=-T^{-1}p$. By (h), $y_j\ge0$, and by (i), $\tau=\sum_jy_j$. Applying (b) to $T^{-1}p$ gives $\sum_je_jy_j=\sum_ip_i=1$. Replacing $e_j$ by $k$ or $K$ gives the two inequalities. For $k>0$ they read $1/K\le\tau\le1/k$, a quick check on a computed lifetime.

```lean
/-- If all exit rates lie between `k` and `K`, the integrated survival probability `τ`
satisfies `k τ ≤ 1 ≤ K τ`. -/
theorem lifetime_bounds {T : Matrix n n ℝ} (hT : IsAbsorbing T) {p : n → ℝ}
    (hp : p ∈ stdSimplex ℝ n) {k K : ℝ} (hk : ∀ j, k ≤ exitRate T j)
    (hK : ∀ j, exitRate T j ≤ K) :
    k * ∫ t in Set.Ioi 0, survival T p t ≤ 1 ∧
    1 ≤ K * ∫ t in Set.Ioi 0, survival T p t := by
  have hy : ∀ j, 0 ≤ -(T⁻¹ *ᵥ p) j := by
    intro j
    rw [← (residence_time hT hp.1 j).2]
    exact setIntegral_nonneg measurableSet_Ioi fun t ht =>
      population_nonneg hT hp.1 (le_of_lt ht) j
  -- all probability eventually escapes
  have h1 : ∑ j, exitRate T j * -(T⁻¹ *ᵥ p) j = 1 := by
    have h := sum_mulVec T (T⁻¹ *ᵥ p)
    rw [Matrix.mulVec_mulVec, Matrix.mul_nonsing_inv _ (isUnit_det hT), Matrix.one_mulVec,
      hp.2] at h
    simp only [mul_neg, Finset.sum_neg_distrib]
    exact h.symm
  rw [(mean_lifetime hT hp).2.2.1, ← Finset.sum_neg_distrib, Finset.mul_sum, Finset.mul_sum]
  constructor
  · exact (Finset.sum_le_sum fun j _ => mul_le_mul_of_nonneg_right (hk j) (hy j)).trans_eq h1
  · exact h1.symm.trans_le
      (Finset.sum_le_sum fun j _ => mul_le_mul_of_nonneg_right (hK j) (hy j))

end

end AbsorbingProcess
```

```lean
#print axioms AbsorbingProcess.mean_lifetime
-- 'AbsorbingProcess.mean_lifetime' depends on axioms: [propext, Classical.choice, Quot.sound]
#print axioms AbsorbingProcess.lifetime_bounds
-- 'AbsorbingProcess.lifetime_bounds' depends on axioms: [propext, Classical.choice, Quot.sound]
```
